# For nonzero bond vectors, the cosine of the bond angle has zero derivative exactly at collinearity

Let $u$ and $v$ be nonzero vectors in a real inner-product space. The derivative of

$$C(u,v)=\frac{\langle u,v\rangle}{\|u\|\,\|v\|}$$

with respect to the pair $(u,v)$ is the zero map if and only if $u$ and $v$ are linearly dependent. For three atoms $a,b,c$ with $a\neq b$ and $c\neq b$, the cosine of the angle at $b$ therefore has zero derivative in the atomic positions exactly when the atoms are collinear.

## Bending a linear triatomic

Take $u=a-b$ and $v=c-b$. In a geometry optimisation or vibrational analysis that describes the bend of three atoms by this single cosine, the coordinate does not respond to first order to any displacement from a linear geometry. At a bent geometry, some displacement does change it to first order.

## The gradient and its length

Since $\delta\|u\|=\langle u,\delta u\rangle/\|u\|$, the product and chain rules give

$$\delta C=\frac{\langle v,\delta u\rangle+\langle u,\delta v\rangle}{\|u\|\|v\|}-C\left(\frac{\langle u,\delta u\rangle}{\|u\|^2}+\frac{\langle v,\delta v\rangle}{\|v\|^2}\right)=\langle g_u,\delta u\rangle+\langle g_v,\delta v\rangle,$$

$$g_u=\frac{v}{\|u\|\|v\|}-\frac{C}{\|u\|^2}\,u,\qquad g_v=\frac{u}{\|u\|\|v\|}-\frac{C}{\|v\|^2}\,v.$$

Multiplying $g_u$ by $\|u\|$ leaves a difference of unit vectors weighted by $1$ and $C$, so

$$\|u\|^2\|g_u\|^2=\left\|\frac{v}{\|v\|}-C\frac{u}{\|u\|}\right\|^2=1-2C^2+C^2=1-C^2.$$

For an angle $\theta$ between the bonds, this means $\|g_u\|=\sin\theta/\|u\|$.

## Zero derivative means parallel bonds

Suppose the derivative is zero. Testing it on $\delta u=g_u$, $\delta v=0$ gives $\|g_u\|^2=0$. Then $g_u=0$, which rearranges to $v=(C\|v\|/\|u\|)\,u$.

Conversely, let $v=ku$. Since $v\neq0$, also $k\neq0$, and $C=k/|k|=\pm1$. The length formula gives $g_u=0$. Because $u=k^{-1}v$, the same argument gives $g_v=0$, and the whole derivative vanishes.

For the atoms, $C$ depends on positions only through $a-b$ and $c-b$, so a zero derivative in the bond vectors gives one in the positions. Holding $b$ fixed and moving $a$ and $c$ realises every change of the bond vectors, which gives the reverse.

## A bent and a linear example

Let $u=(2,0)$ and $v=(3,4)$. Then $C=6/10=3/5$ and

$$g_u=\tfrac1{10}(3,4)-\tfrac{3}{20}(2,0)=(0,\tfrac25).$$

Here $\|u\|^2\|g_u\|^2=4\cdot\tfrac4{25}=\tfrac{16}{25}=1-C^2$. Replacing $v$ by $(-3,0)$ gives $C=-1$ and $g_u=(-\tfrac12,0)+(\tfrac12,0)=0$.

In one dimension any two nonzero vectors are dependent. The cosine is then locally constant, equal to $1$ or $-1$, and its derivative is zero everywhere it is considered.

## The statement in Lean

The space `E` is any real inner-product space; ordinary molecules use $\mathbb R^3$. `cosCoord` is $C$ on pairs, `bendGrad u v` is $g_u$, `bendGrad v u` is $g_v$, and `valenceCos` takes the positions in the order $(a,b,c)$, with the apex in the middle.

`HasFDerivAt … 0 …` says that the function is differentiable at the point and that its derivative is zero, so a point of non-differentiability does not qualify. Linear dependence is written `¬ LinearIndependent ℝ ![u, v]`. It covers angles $0$ and $\pi$ alike, and `Collinear` also admits $a=c$. The hypotheses `hu` and `hv` exclude bonds of zero length, where the angle is undefined. The theorems concern the coordinate alone: no masses, energies or second derivatives enter.

```lean
import Mathlib

open scoped InnerProductSpace

namespace CosineBendCoordinate

noncomputable section

variable {E : Type*} [NormedAddCommGroup E] [InnerProductSpace ℝ E]

/-- The cosine of the angle between two bond vectors, as a function of the pair. -/
def cosCoord (p : E × E) : ℝ := inner ℝ p.1 p.2 / (‖p.1‖ * ‖p.2‖)

/-- The gradient of the cosine coordinate with respect to the first bond vector `u`. -/
def bendGrad (u v : E) : E :=
  (‖u‖ * ‖v‖)⁻¹ • v - (cosCoord (u, v) / ‖u‖ ^ 2) • u

/-- The cosine of the valence angle at the middle atom, as a function of three atomic
positions. -/
def valenceCos (x : E × E × E) : ℝ := cosCoord (x.1 - x.2.1, x.2.2 - x.2.1)

/-- The derivative of a nonzero bond length is the projection of the displacement on the bond
direction. -/
theorem hasFDerivAt_bondLength {x : E} (hx : x ≠ 0) :
    HasFDerivAt (fun y : E => ‖y‖) (‖x‖⁻¹ • innerSL ℝ x) x := by
  have h0 := (hasStrictFDerivAt_norm_sq x).hasFDerivAt
  rw [two_smul] at h0
  have h := h0.sqrt (pow_ne_zero 2 (norm_ne_zero_iff.2 hx))
  simp only [Real.sqrt_sq (norm_nonneg _)] at h
  refine h.congr_fderiv (ContinuousLinearMap.ext fun y => ?_)
  change 1 / (2 * ‖x‖) * (inner ℝ x y + inner ℝ x y) = ‖x‖⁻¹ * inner ℝ x y
  ring

/-- For nonzero bond vectors, the first-order change of the cosine is the sum of the inner products
of the two bond displacements with their gradients. -/
theorem hasFDerivAt_cosCoord {u v : E} (hu : u ≠ 0) (hv : v ≠ 0) :
    HasFDerivAt (cosCoord (E := E))
      ((innerSL ℝ (bendGrad u v)).comp (ContinuousLinearMap.fst ℝ E E) +
        (innerSL ℝ (bendGrad v u)).comp (ContinuousLinearMap.snd ℝ E E)) (u, v) := by
  have hnu : ‖u‖ ≠ 0 := norm_ne_zero_iff.2 hu
  have hnv : ‖v‖ ≠ 0 := norm_ne_zero_iff.2 hv
  -- the two bond lengths and their product
  have h1 : HasFDerivAt (fun p : E × E => ‖p.1‖)
      ((‖u‖⁻¹ • innerSL ℝ u).comp (ContinuousLinearMap.fst ℝ E E)) (u, v) :=
    HasFDerivAt.comp (f := Prod.fst) (g := fun x : E => ‖x‖) (u, v)
      (hasFDerivAt_bondLength hu) hasFDerivAt_fst
  have h2 : HasFDerivAt (fun p : E × E => ‖p.2‖)
      ((‖v‖⁻¹ • innerSL ℝ v).comp (ContinuousLinearMap.snd ℝ E E)) (u, v) :=
    HasFDerivAt.comp (f := Prod.snd) (g := fun x : E => ‖x‖) (u, v)
      (hasFDerivAt_bondLength hv) hasFDerivAt_snd
  have hinv := HasDerivAt.comp_hasFDerivAt (f := fun p : E × E => ‖p.1‖ * ‖p.2‖) (u, v)
    (hasDerivAt_inv (mul_ne_zero hnu hnv)) (h1.mul h2)
  -- the inner product
  have hI : HasFDerivAt (fun p : E × E => (inner ℝ p.1 p.2 : ℝ))
      ((innerSL ℝ v).comp (ContinuousLinearMap.fst ℝ E E) +
        (innerSL ℝ u).comp (ContinuousLinearMap.snd ℝ E E)) (u, v) := by
    refine (HasFDerivAt.inner ℝ (hasFDerivAt_fst (𝕜 := ℝ) (p := (u, v)))
      (hasFDerivAt_snd (𝕜 := ℝ) (p := (u, v)))).congr_fderiv
      (ContinuousLinearMap.ext fun w => ?_)
    change inner ℝ u w.2 + inner ℝ w.1 v = inner ℝ v w.1 + inner ℝ u w.2
    rw [real_inner_comm v w.1, add_comm]
  have e : cosCoord (E := E) = fun p => inner ℝ p.1 p.2 * (‖p.1‖ * ‖p.2‖)⁻¹ := by
    funext p
    exact div_eq_mul_inv _ _
  rw [e]
  refine (hI.mul hinv).congr_fderiv (ContinuousLinearMap.ext fun w => ?_)
  change inner ℝ u v * (-((‖u‖ * ‖v‖) ^ 2)⁻¹ *
      (‖u‖ * (‖v‖⁻¹ * inner ℝ v w.2) + ‖v‖ * (‖u‖⁻¹ * inner ℝ u w.1))) +
      (‖u‖ * ‖v‖)⁻¹ * (inner ℝ v w.1 + inner ℝ u w.2) =
    inner ℝ (bendGrad u v) w.1 + inner ℝ (bendGrad v u) w.2
  simp only [bendGrad, cosCoord, inner_sub_left, real_inner_smul_left, real_inner_comm u v]
  field_simp
  ring

/-- For nonzero bond vectors, the squared length of the gradient with respect to one of them, times
the squared length of that bond vector, equals one minus the squared cosine. -/
theorem normSq_bendGrad {u v : E} (hu : u ≠ 0) (hv : v ≠ 0) :
    ‖u‖ ^ 2 * ‖bendGrad u v‖ ^ 2 = 1 - cosCoord (u, v) ^ 2 := by
  have hnu : ‖u‖ ≠ 0 := norm_ne_zero_iff.2 hu
  have hnv : ‖v‖ ≠ 0 := norm_ne_zero_iff.2 hv
  simp only [bendGrad, norm_sub_sq_real, norm_smul, mul_pow, Real.norm_eq_abs, sq_abs,
    real_inner_smul_left, real_inner_smul_right, real_inner_comm u v, cosCoord]
  field_simp
  ring

/-- For nonzero bond vectors, the gradient with respect to one vanishes exactly when the other is a
multiple of it. -/
theorem bendGrad_eq_zero_iff {u v : E} (hu : u ≠ 0) (hv : v ≠ 0) :
    bendGrad u v = 0 ↔ ∃ k : ℝ, k • u = v := by
  have hnu : ‖u‖ ≠ 0 := norm_ne_zero_iff.2 hu
  have hnv : ‖v‖ ≠ 0 := norm_ne_zero_iff.2 hv
  constructor
  · intro h
    unfold bendGrad at h
    refine ⟨‖u‖ * ‖v‖ * (cosCoord (u, v) / ‖u‖ ^ 2), ?_⟩
    rw [mul_smul, ← sub_eq_zero.1 h, smul_inv_smul₀ (mul_ne_zero hnu hnv)]
  · rintro ⟨k, rfl⟩
    have hk : k ≠ 0 := fun h => hv (by rw [h, zero_smul])
    -- parallel or antiparallel bonds have squared cosine one
    have hc : cosCoord (u, k • u) ^ 2 = 1 := by
      simp only [cosCoord, real_inner_smul_right, real_inner_self_eq_norm_sq, norm_smul,
        Real.norm_eq_abs, div_pow, mul_pow, sq_abs]
      field_simp
    have key := normSq_bendGrad hu hv
    rw [hc, sub_self] at key
    have hg := (mul_eq_zero.1 key).resolve_left (pow_ne_zero 2 hnu)
    exact norm_eq_zero.1 ((pow_eq_zero_iff two_ne_zero).1 hg)

/-- For nonzero bond vectors, the cosine coordinate has zero derivative exactly when the two
vectors are linearly dependent. -/
theorem cosCoord_stationary_iff {u v : E} (hu : u ≠ 0) (hv : v ≠ 0) :
    HasFDerivAt (cosCoord (E := E)) (0 : E × E →L[ℝ] ℝ) (u, v) ↔
      ¬ LinearIndependent ℝ ![u, v] := by
  have hdep : ¬ LinearIndependent ℝ ![u, v] ↔ ∃ k : ℝ, k • u = v := by
    rw [LinearIndependent.pair_iff' hu]
    simp only [ne_eq, not_forall, not_not]
  rw [hdep]
  constructor
  · intro h
    -- test the derivative on a displacement of `u` along its own gradient
    have h1 := DFunLike.congr_fun (h.unique (hasFDerivAt_cosCoord hu hv)) (bendGrad u v, 0)
    change (0 : ℝ) = inner ℝ (bendGrad u v) (bendGrad u v) +
      inner ℝ (bendGrad v u) (0 : E) at h1
    rw [inner_zero_right, add_zero] at h1
    exact (bendGrad_eq_zero_iff hu hv).1 (inner_self_eq_zero.1 h1.symm)
  · rintro ⟨k, hk⟩
    have hk0 : k ≠ 0 := fun h => hv (by rw [← hk, h, zero_smul])
    have g1 : bendGrad u v = 0 := (bendGrad_eq_zero_iff hu hv).2 ⟨k, hk⟩
    have g2 : bendGrad v u = 0 :=
      (bendGrad_eq_zero_iff hv hu).2 ⟨k⁻¹, by rw [← hk, inv_smul_smul₀ hk0]⟩
    have h := hasFDerivAt_cosCoord hu hv
    rw [g1, g2] at h
    simpa using h

/-- For three atoms with the outer two distinct from the middle one, the cosine of the valence
angle has zero derivative in the atomic positions exactly when the atoms are collinear. -/
theorem valenceCos_stationary_iff {a b c : E} (hab : a ≠ b) (hcb : c ≠ b) :
    HasFDerivAt (valenceCos (E := E)) (0 : E × E × E →L[ℝ] ℝ) (a, b, c) ↔
      Collinear ℝ {a, b, c} := by
  have hu : a - b ≠ 0 := sub_ne_zero.2 hab
  have hv : c - b ≠ 0 := sub_ne_zero.2 hcb
  -- positions and bond vectors determine each other once the middle atom is held fixed
  have hpos : HasFDerivAt (valenceCos (E := E)) (0 : E × E × E →L[ℝ] ℝ) (a, b, c) ↔
      HasFDerivAt (cosCoord (E := E)) (0 : E × E →L[ℝ] ℝ) (a - b, c - b) := by
    constructor
    · intro h
      have hL : DifferentiableAt ℝ (fun p : E × E => (p.1 + b, b, p.2 + b))
          (a - b, c - b) := by fun_prop
      have h' : HasFDerivAt (valenceCos (E := E)) (0 : E × E × E →L[ℝ] ℝ)
          ((fun p : E × E => (p.1 + b, b, p.2 + b)) (a - b, c - b)) := by
        simpa only [sub_add_cancel] using h
      have h2 := h'.comp (a - b, c - b) hL.hasFDerivAt
      rw [ContinuousLinearMap.zero_comp] at h2
      have e : valenceCos ∘ (fun p : E × E => (p.1 + b, b, p.2 + b)) = cosCoord := by
        funext p
        simp only [Function.comp_apply, valenceCos, add_sub_cancel_right]
      rwa [e] at h2
    · intro h
      have hL : DifferentiableAt ℝ (fun x : E × E × E => (x.1 - x.2.1, x.2.2 - x.2.1))
          (a, b, c) := by fun_prop
      have h2 := HasFDerivAt.comp (f := fun x : E × E × E => (x.1 - x.2.1, x.2.2 - x.2.1))
        (a, b, c) h hL.hasFDerivAt
      rw [ContinuousLinearMap.zero_comp] at h2
      exact h2
  rw [hpos, cosCoord_stationary_iff hu hv, LinearIndependent.pair_iff' hu,
    collinear_iff_of_mem (p₀ := b) (by simp)]
  simp only [ne_eq, not_forall, not_not]
  constructor
  · rintro ⟨k, hk⟩
    refine ⟨a - b, fun p hp => ?_⟩
    simp only [Set.mem_insert_iff, Set.mem_singleton_iff] at hp
    rcases hp with h | h | h
    · exact ⟨1, by rw [h]; simp⟩
    · exact ⟨0, by rw [h]; simp⟩
    · exact ⟨k, by rw [h, hk]; simp⟩
  · rintro ⟨w, hw⟩
    obtain ⟨r, hr⟩ := hw a (by simp)
    obtain ⟨s, hs⟩ := hw c (by simp)
    rw [vadd_eq_add] at hr hs
    have hr' : a - b = r • w := sub_eq_of_eq_add hr
    have hs' : c - b = s • w := sub_eq_of_eq_add hs
    have hr0 : r ≠ 0 := fun h => hu (by rw [hr', h, zero_smul])
    exact ⟨s / r, by rw [hr', hs', smul_smul, div_mul_cancel₀ _ hr0]⟩

end

end CosineBendCoordinate
```

```lean
#print axioms CosineBendCoordinate.cosCoord_stationary_iff
#print axioms CosineBendCoordinate.valenceCos_stationary_iff
```

```
'CosineBendCoordinate.cosCoord_stationary_iff' depends on axioms: [propext, Classical.choice, Quot.sound]
'CosineBendCoordinate.valenceCos_stationary_iff' depends on axioms: [propext, Classical.choice, Quot.sound]
```

## How the proof follows the calculation

`hasFDerivAt_bondLength` differentiates $\|x\|$ as the square root of $\|x\|^2$. `hasFDerivAt_cosCoord` combines this with the derivative of the inner product; after evaluation on a displacement `w`, `field_simp` and `ring` match the result to the two gradients.

`normSq_bendGrad` expands the square to obtain $1-C^2$. `bendGrad_eq_zero_iff` reads the multiple off a vanishing gradient and uses $C^2=1$ for the converse.

In `cosCoord_stationary_iff`, `h.unique` identifies the zero map with the computed derivative, which is then tested on `(bendGrad u v, 0)`. The converse substitutes two zero gradients.

`valenceCos_stationary_iff` applies the chain rule in both directions to pass between positions and bond vectors. Collinearity supplies a direction $w$ with $a-b=rw$ and $c-b=sw$; as $r\neq0$, the required multiple is $s/r$.
